# Friedel's law for finitely many real point charges in a one-dimensional cell

The structure factor of finitely many real charges qⱼ at real positions xⱼ, in a one-dimensional cell of unit length, is S(m) = ∑ⱼ qⱼ exp(2πi m xⱼ), with no normalising factor. The theorem `friedel` states that S(−m) is the complex conjugate of S(m) for every integer m. The attempt moves the conjugation inside the sum and compares the two sides term by term. Since the charges are real, it then remains to show that the exponent for −m is the conjugate of the exponent for m, and this is left to `simp`.

The first attempt, which Lean rejects:

```lean
import Mathlib

open scoped Real ComplexConjugate

namespace Friedel

noncomputable section

/-- The structure factor `S(m) = ∑ j, q j * exp (2 π i m x j)` of charges `q` at positions `x`
in a one-dimensional cell of unit length. -/
def structureFactor {N : ℕ} (x q : Fin N → ℝ) (m : ℤ) : ℂ :=
  ∑ j, (q j : ℂ) * Complex.exp (2 * π * Complex.I * m * x j)

/-- Friedel's law: for real charges, reversing the wave number conjugates the structure factor. -/
theorem friedel {N : ℕ} (x q : Fin N → ℝ) (m : ℤ) :
    structureFactor x q (-m) = conj (structureFactor x q m) := by
  unfold structureFactor
  rw [map_sum]
  refine Finset.sum_congr rfl fun j _ => ?_
  rw [map_mul, Complex.conj_ofReal, ← Complex.exp_conj]
  congr 2
  simp

end

end Friedel
```

Messages:

```
Main.lean:16:63: error: unsolved goals
case e_a
N : ℕ
x q : Fin N → ℝ
m : ℤ
j : Fin N
x✝ : j ∈ Finset.univ
⊢ (2 = (starRingEnd ℂ) 2 ∨ m = 0) ∨ x j = 0
```

After these edits no error is left:

```diff
@@ -18,7 +18,8 @@
   rw [map_sum]
   refine Finset.sum_congr rfl fun j _ => ?_
+  have h2 : conj (2 : ℂ) = 2 := Complex.ext (by simp) (by simp)
   rw [map_mul, Complex.conj_ofReal, ← Complex.exp_conj]
   congr 2
-  simp
+  simp [h2]
 
 end
```

The message shows what is left after `simp` has worked on the equation between the exponents. The conjugate of the numeral 2, printed as `(starRingEnd ℂ) 2`, has not been evaluated. With the two sides still differing in that factor, `simp` has cancelled the common factors and turned the equation into a disjunction: either 2 equals its conjugate, or `m = 0`, or `x j = 0`. The first alternative is always true, so the goal is provable, but `simp` did not prove it and the proof ended with the goal open.

The repair proves the missing fact as `h2`, that the conjugate of the complex number 2 is 2. `Complex.ext` reduces this to equality of the real parts and of the imaginary parts, and `simp` proves each. The last step becomes `simp [h2]`, which can now replace the conjugate of 2 by 2, so that nothing is left to prove.
